# The electronic acoustic sum rule for finitely many atoms, from the response to a rigid translation

**Q:** You treat the Hamiltonian and the gradient as linear maps from one space `E` to itself. Both are unbounded operators. Is this still physics?

**A:** `E` is a complex inner-product space of any dimension, and it need not be complete. Read it as a common domain that all the operators map into itself, such as smooth periodic functions in a box with smooth potentials. The orbitals and their responses must lie in it too. Bare Coulomb potentials, which diverge at the nuclei, don't fit that example.

The index type `ι` labels finitely many occupied spin-orbitals, and `A` labels the atoms. The inner product is conjugate-linear in its first slot.

```lean
import Mathlib

open scoped InnerProductSpace

namespace ElectronicAcousticSumRule

noncomputable section

variable {E ι A : Type*} [NormedAddCommGroup E] [InnerProductSpace ℂ E] [Fintype ι]
```

**Q:** Where do the atoms move? I see no positions.

**A:** A displacement enters through its generator. Let $D$ be the derivative along a fixed direction. Shifting a potential $V_I$ by $u$ gives $e^{-uD}V_Ie^{uD}$, whose derivative at $u=0$ is $[V_I,D]=V_ID-DV_I$. For a local potential this is multiplication by $-\partial V_I$, as it should be. With a second direction $D'$, the mixed second derivative is $[[V_I,D'],D]$. The file works with these commutators and doesn't derive them from a shifted potential. In a truncated basis the identification can fail, because the matrix of a commutator need not be the commutator of the matrices. Plane waves are an exception, since $D$ maps each of them to a multiple of itself.

```lean
/-- The commutator `[X, Y] = X Y - Y X` of two operators. -/
def comm (X Y : E →ₗ[ℂ] E) : E →ₗ[ℂ] E := X ∘ₗ Y - Y ∘ₗ X
```

**Q:** And the projector onto the empty states?

**A:** For occupied orbitals $\psi_v$ it is $Qx=x-\sum_v\langle\psi_v,x\rangle\psi_v$, called `condProj ψ`. It is a projector when the orbitals are orthonormal, which the final theorem assumes.

```lean
/-- The operator `Q = 1 - ∑ v, |ψ v⟩⟨ψ v|` built from the orbitals `ψ v`. -/
def condProj (ψ : ι → E) : E →ₗ[ℂ] E where
  toFun x := x - ∑ v, ⟪ψ v, x⟫_ℂ • ψ v
  map_add' x y := by
    simp only [inner_add_right, add_smul, Finset.sum_add_distrib]
    abel
  map_smul' c x := by
    simp only [inner_smul_right, mul_smul, smul_sub, Finset.smul_sum, RingHom.id_apply]
```

**Q:** Then write down the force constant you mean.

**A:** Atom $I$ moves along $D$, atom $J$ along $D'$, and $\phi_{I,v}$ is the first-order response of orbital $v$ to the displacement of $I$:

$$\Phi_{IJ}=\sum_v\Big(2\,\mathrm{Re}\langle\phi_{I,v},[V_J,D']\psi_v\rangle+\delta_{IJ}\langle\psi_v,[[V_J,D'],D]\psi_v\rangle\Big).$$

Here $V_J$ is the bare potential of atom $J$. The ion–ion energy is absent, so this is the electronic part of the force constants only.

```lean
/-- The electronic force constant between atom `I`, displaced along `D`, and atom `J`, displaced
along `D'`: a response term, and for `I = J` the mean second derivative of the potential. -/
def forceConstant [DecidableEq A] (ψ : ι → E) (φ : A → ι → E) (V : A → E →ₗ[ℂ] E)
    (D D' : E →ₗ[ℂ] E) (I J : A) : ℂ :=
  ∑ v, (((2 * (⟪φ I v, comm (V J) D' (ψ v)⟫_ℂ).re : ℝ) : ℂ) +
    if I = J then ⟪ψ v, comm (comm (V J) D') D (ψ v)⟫_ℂ else 0)
```

**Q:** What should happen when every atom moves together?

**A:** The orbitals move along, so $\psi_v$ changes by $-D\psi_v$, and its part outside the occupied space is $-QD\psi_v$. To see that this solves the right equation, take $H$ symmetric with $H\psi_v=e_v\psi_v$ and $e_v$ real. Then $\langle\psi_v,Hx\rangle=e_v\langle\psi_v,x\rangle$, and therefore

$$H\sum_v\langle\psi_v,x\rangle\psi_v=\sum_v e_v\langle\psi_v,x\rangle\psi_v=\sum_v\langle\psi_v,Hx\rangle\psi_v.$$

Hence $HQ=QH$, which is `condProj_commutes`.

```lean
variable {ψ : ι → E} {e : ι → ℝ} {H W D D' : E →ₗ[ℂ] E}

/-- If the `ψ v` are eigenvectors of a symmetric `H` with real eigenvalues, then `condProj ψ`
commutes with `H`. -/
theorem condProj_commutes (hH : H.IsSymmetric) (he : ∀ v, H (ψ v) = (e v : ℂ) • ψ v) (x : E) :
    H (condProj ψ x) = condProj ψ (H x) := by
  have h : ∀ v, ⟪ψ v, H x⟫_ℂ = (e v : ℂ) * ⟪ψ v, x⟫_ℂ := fun v => by
    rw [← hH (ψ v) x, he, inner_smul_left, Complex.conj_ofReal]
  change H (x - ∑ v, ⟪ψ v, x⟫_ℂ • ψ v) = H x - ∑ v, ⟪ψ v, H x⟫_ℂ • ψ v
  simp only [map_sub, map_sum, map_smul, he, h, smul_smul, mul_comm]
```

It follows that

$$(H-e_v)(-QD\psi_v)=-Q(HD-e_vD)\psi_v=-Q(HD-DH)\psi_v.$$

This is the Sternheimer equation with perturbation $[H,D]$. The Lean proof moves $H$ through $Q$, replaces $H\psi_v$ by $e_v\psi_v$, and leaves the linear algebra to `module`.

```lean
/-- The vector `-Q D ψ v` solves the Sternheimer equation with perturbation `[H, D]`. -/
theorem sternheimer_translation (hH : H.IsSymmetric)
    (he : ∀ v, H (ψ v) = (e v : ℂ) • ψ v) (D : E →ₗ[ℂ] E) (v : ι) :
    H (-condProj ψ (D (ψ v))) - (e v : ℂ) • (-condProj ψ (D (ψ v))) =
      -condProj ψ (comm H D (ψ v)) := by
  have hc : comm H D (ψ v) = H (D (ψ v)) - D (H (ψ v)) := rfl
  simp only [hc, he, map_neg, map_sub, map_smul, condProj_commutes hH he]
  module
```

**Q:** How does a sum rule come out of that?

**A:** Take any symmetric $W$ and an antisymmetric $D$, meaning $\langle Dx,y\rangle=-\langle x,Dy\rangle$. Write $D_{wv}=\langle\psi_w,D\psi_v\rangle$, likewise $W_{wv}$, and $\phi_v=-QD\psi_v$. Expanding $Q$ gives

$$\langle\phi_v,W\psi_v\rangle=\langle\psi_v,DW\psi_v\rangle-\sum_w D_{vw}W_{wv},$$

$$\langle W\psi_v,\phi_v\rangle=-\langle\psi_v,WD\psi_v\rangle+\sum_w D_{wv}W_{vw}.$$

The two left sides are complex conjugates, so they add up to $2\,\mathrm{Re}\langle\phi_v,W\psi_v\rangle$. Therefore

$$2\,\mathrm{Re}\langle\phi_v,W\psi_v\rangle+\langle\psi_v,[W,D]\psi_v\rangle=\sum_w\big(D_{wv}W_{vw}-D_{vw}W_{wv}\big).$$

Summed over $v$, the right side vanishes, because exchanging the names $v$ and $w$ turns one term into the other. In the code `h1` and `h2` are the two expansions, `key` is their sum, and `Finset.sum_comm` is the exchange. This step uses neither the eigenvalue equation nor orthonormality.

```lean
/-- Sum rule for a symmetric observable `W`: the response to a rigid translation cancels the
mean commutator of `W` with the gradient, summed over occupied states. -/
theorem electronic_sum_rule (ψ : ι → E) (hW : W.IsSymmetric)
    (hD : ∀ x y, ⟪D x, y⟫_ℂ = -⟪x, D y⟫_ℂ) :
    ∑ v, (((2 * (⟪-condProj ψ (D (ψ v)), W (ψ v)⟫_ℂ).re : ℝ) : ℂ) +
      ⟪ψ v, comm W D (ψ v)⟫_ℂ) = 0 := by
  have hW' : ∀ x y, ⟪W x, y⟫_ℂ = ⟪x, W y⟫_ℂ := hW
  have hQ : ∀ x, condProj ψ x = x - ∑ w, ⟪ψ w, x⟫_ℂ • ψ w := fun _ => rfl
  -- only matrix elements between occupied states survive
  have key : ∀ v, (((2 * (⟪-condProj ψ (D (ψ v)), W (ψ v)⟫_ℂ).re : ℝ) : ℂ) +
      ⟪ψ v, comm W D (ψ v)⟫_ℂ) =
      ∑ w, ⟪ψ w, D (ψ v)⟫_ℂ * ⟪ψ v, W (ψ w)⟫_ℂ -
        ∑ w, ⟪ψ v, D (ψ w)⟫_ℂ * ⟪ψ w, W (ψ v)⟫_ℂ := by
    intro v
    have h0 : ∀ w, ⟪⟪ψ w, D (ψ v)⟫_ℂ • ψ w, W (ψ v)⟫_ℂ =
        -(⟪ψ v, D (ψ w)⟫_ℂ * ⟪ψ w, W (ψ v)⟫_ℂ) := fun w => by
      rw [inner_smul_left, inner_conj_symm, hD, neg_mul]
    have h1 : ⟪-condProj ψ (D (ψ v)), W (ψ v)⟫_ℂ = ⟪ψ v, D (W (ψ v))⟫_ℂ -
        ∑ w, ⟪ψ v, D (ψ w)⟫_ℂ * ⟪ψ w, W (ψ v)⟫_ℂ := by
      rw [hQ, inner_neg_left, inner_sub_left, sum_inner, hD (ψ v) (W (ψ v))]
      simp only [h0, Finset.sum_neg_distrib]
      ring
    have h2 : ⟪W (ψ v), -condProj ψ (D (ψ v))⟫_ℂ = -⟪ψ v, W (D (ψ v))⟫_ℂ +
        ∑ w, ⟪ψ w, D (ψ v)⟫_ℂ * ⟪ψ v, W (ψ w)⟫_ℂ := by
      rw [hQ, inner_neg_right, inner_sub_right, inner_sum]
      simp only [inner_smul_right, hW', map_smul]
      ring
    have hc : comm W D (ψ v) = W (D (ψ v)) - D (W (ψ v)) := rfl
    rw [← Complex.add_conj, inner_conj_symm, h1, h2, hc, inner_sub_right]
    ring
  -- exchanging the two occupied indices cancels the rest
  rw [Finset.sum_congr rfl (fun v _ => key v), Finset.sum_sub_distrib, sub_eq_zero]
  exact Finset.sum_comm
```

**Q:** For force constants you need $W=[V_J,D']$. Is it symmetric?

**A:** Yes, if $V_J$ is symmetric and $D'$ antisymmetric:

$$\langle(V_JD'-D'V_J)x,y\rangle=-\langle x,D'V_Jy\rangle+\langle x,V_JD'y\rangle=\langle x,[V_J,D']y\rangle.$$

The lemma states this for a general pair $W$, $D$.

```lean
/-- The commutator of a symmetric potential with an antisymmetric gradient is symmetric. -/
theorem comm_symmetric (hW : W.IsSymmetric) (hD : ∀ x y, ⟪D x, y⟫_ℂ = -⟪x, D y⟫_ℂ) :
    (comm W D).IsSymmetric := by
  intro x y
  change ⟪W (D x) - D (W x), y⟫_ℂ = ⟪x, W (D y) - D (W y)⟫_ℂ
  rw [inner_sub_left, inner_sub_right, hW (D x) y, hD x (W y), hD (W x) y, hW x (D y)]
  ring
```

**Q:** In density functional theory each atom's perturbation is screened. Where is the self-consistency?

**A:** It sits in a hypothesis. Each atom has a perturbation $K_I$, and the theorem assumes $\sum_IK_I=[H,D]$. Physically, moving all the atoms rigidly carries the whole effective potential along, including its Hartree and exchange–correlation parts. The file does not derive this for a density functional. It does so for independent electrons, where $K_I=[V_I,D]$ and $H=T+\sum_IV_I$. If the kinetic energy $T$ commutes with $D$, then

$$\sum_I[V_I,D]=[H,D]-[T,D]=[H,D].$$

```lean
/-- For independent electrons whose kinetic energy `T` commutes with the gradient, the
perturbations `[V I, D]` of the single atoms add up to `[H, D]`. -/
theorem sum_atomic_perturbations [Fintype A] {T : E →ₗ[ℂ] E} {V : A → E →ₗ[ℂ] E}
    (hT : comm T D = 0) : ∑ I, comm (V I) D = comm (T + ∑ I, V I) D := by
  refine LinearMap.ext fun x => ?_
  have h : T (D x) - D (T x) = 0 := LinearMap.congr_fun hT x
  simp only [comm, LinearMap.sum_apply, LinearMap.sub_apply, LinearMap.comp_apply,
    LinearMap.add_apply, map_add, map_sum, Finset.sum_sub_distrib]
  linear_combination (norm := module) (-1 : ℂ) • h
```

**Q:** The atomic responses solve their own equations. Why should they add up to $-QD\psi_v$?

**A:** Each is assumed to satisfy $(H-e_v)\phi_{I,v}=-QK_I\psi_v$ and to be orthogonal to all occupied orbitals. Adding over $I$ gives the equation that $-QD\psi_v$ solves. The difference $\chi=\sum_I\phi_{I,v}+QD\psi_v$ is then orthogonal to the occupied space and obeys $H\chi=e_v\chi$.

The hypothesis `gap` says that such a vector is zero: no unoccupied eigenstate shares an occupied energy. Degeneracy among the occupied states is allowed, but a partly filled degenerate level is excluded. The two bullets of the proof check the orthogonality and the eigenvalue equation for $\chi$.

```lean
/-- If no unoccupied state shares an occupied energy and the atomic perturbations `K I` add up to
`[H, D]`, the responses to the displacements of the single atoms add up to the response `-Q D ψ v`
to a rigid translation. -/
theorem total_response [Fintype A] (hψ : Orthonormal ℂ ψ) (hH : H.IsSymmetric)
    (he : ∀ v, H (ψ v) = (e v : ℂ) • ψ v)
    (gap : ∀ v x, (∀ w, ⟪ψ w, x⟫_ℂ = 0) → H x = (e v : ℂ) • x → x = 0)
    {K : A → E →ₗ[ℂ] E} (hK : ∑ I, K I = comm H D) {φ : A → ι → E}
    (hperp : ∀ I v w, ⟪ψ w, φ I v⟫_ℂ = 0)
    (hφ : ∀ I v, H (φ I v) - (e v : ℂ) • φ I v = -condProj ψ (K I (ψ v))) (v : ι) :
    ∑ I, φ I v = -condProj ψ (D (ψ v)) := by
  refine eq_neg_of_add_eq_zero_left (gap v _ (fun w => ?_) ?_)
  · -- both vectors are orthogonal to the occupied states
    rw [inner_add_right, inner_sum, Finset.sum_eq_zero (fun I _ => hperp I v w), zero_add]
    change ⟪ψ w, D (ψ v) - ∑ u, ⟪ψ u, D (ψ v)⟫_ℂ • ψ u⟫_ℂ = 0
    rw [inner_sub_right]
    exact sub_eq_zero.mpr (hψ.inner_right_fintype (fun u => ⟪ψ u, D (ψ v)⟫_ℂ) w).symm
  · -- both solve the same Sternheimer equation
    have hK' : ∑ I, condProj ψ (K I (ψ v)) = condProj ψ (comm H D (ψ v)) := by
      rw [← map_sum, ← LinearMap.sum_apply, hK]
    have hsum : H (∑ I, φ I v) - (e v : ℂ) • ∑ I, φ I v = -condProj ψ (comm H D (ψ v)) := by
      rw [map_sum, Finset.smul_sum, ← Finset.sum_sub_distrib, ← hK', ← Finset.sum_neg_distrib]
      exact Finset.sum_congr rfl fun I _ => hφ I v
    have hs := sternheimer_translation hH he D v
    rw [map_neg, smul_neg] at hs
    rw [map_add, smul_add]
    linear_combination (norm := module) hsum - hs
```

**Q:** So the final statement is what, exactly?

**A:** Under these hypotheses, $\sum_I\Phi_{IJ}=0$ for every atom $J$, with the term $I=J$ included. Put $W=[V_J,D']$. The Kronecker delta keeps the second-derivative term once, so

$$\sum_I\Phi_{IJ}=\sum_v\Big(2\,\mathrm{Re}\Big\langle\sum_I\phi_{I,v},W\psi_v\Big\rangle+\langle\psi_v,[W,D]\psi_v\rangle\Big).$$

Replacing $\sum_I\phi_{I,v}$ by $-QD\psi_v$ gives the sum rule already proved. The Lean proof does the same in reverse: it starts from `electronic_sum_rule` and rewrites the translation response as the sum of atomic ones. For a single atom, the result says that its electronic self-force constant vanishes.

```lean
/-- Electronic acoustic sum rule: if the atomic perturbations `K I` add up to `[H, D]`, the
electronic force constants summed over the atom `I` displaced along `D` vanish, provided that no
unoccupied state shares an occupied energy and the atomic responses solve their Sternheimer
equations and are orthogonal to the occupied states. -/
theorem acoustic_sum_rule [Fintype A] [DecidableEq A] (hψ : Orthonormal ℂ ψ)
    (hH : H.IsSymmetric) (he : ∀ v, H (ψ v) = (e v : ℂ) • ψ v)
    (gap : ∀ v x, (∀ w, ⟪ψ w, x⟫_ℂ = 0) → H x = (e v : ℂ) • x → x = 0)
    (hD : ∀ x y, ⟪D x, y⟫_ℂ = -⟪x, D y⟫_ℂ) (hD' : ∀ x y, ⟪D' x, y⟫_ℂ = -⟪x, D' y⟫_ℂ)
    {V K : A → E →ₗ[ℂ] E} (hV : ∀ J, (V J).IsSymmetric) (hK : ∑ I, K I = comm H D)
    {φ : A → ι → E} (hperp : ∀ I v w, ⟪ψ w, φ I v⟫_ℂ = 0)
    (hφ : ∀ I v, H (φ I v) - (e v : ℂ) • φ I v = -condProj ψ (K I (ψ v))) (J : A) :
    ∑ I, forceConstant ψ φ V D D' I J = 0 := by
  unfold forceConstant
  rw [Finset.sum_comm]
  refine Eq.trans (Finset.sum_congr rfl fun v _ => ?_)
    (electronic_sum_rule ψ (comm_symmetric (hV J) hD') hD)
  rw [← total_response hψ hH he gap hK hperp hφ v, sum_inner, Complex.re_sum,
    Finset.mul_sum, Complex.ofReal_sum]
  simp only [Finset.sum_add_distrib, Finset.sum_ite_eq', Finset.mem_univ, if_true]
```

**Q:** In phonon work, the acoustic sum rule concerns the total force constants of a crystal.

**A:** That needs the ion–ion part as well, which must satisfy its own translation condition. What is proved here is the electronic half, for finitely many atoms and occupied orbitals. A periodic box sampled at one wavevector can fit this setting; an infinite crystal with a continuum of wavevectors does not. In a phonon calculation that approximates such a finite, gapped model, a nonzero electronic sum points to numerical error or to a broken assumption, such as a basis or grid that is not translation invariant.

**Q:** With so many hypotheses, could they contradict one another?

**A:** A small algebraic model settles that. It is not a physical pair of atoms: it has no kinetic energy, and its $D$ is not a derivative. Take levels with energies 0 and 1, so that $H(x_0,x_1)=(0,x_1)$.

```lean
/-- A two-level Hamiltonian with energies 0 and 1. -/
def levelH : EuclideanSpace ℂ (Fin 2) →ₗ[ℂ] EuclideanSpace ℂ (Fin 2) where
  toFun x := !₂[0, x 1]
  map_add' x y := by ext i; fin_cases i <;> simp
  map_smul' c x := by ext i; fin_cases i <;> simp
```

For the gradient, take the antisymmetric coupling $D(x_0,x_1)=(x_1,-x_0)$.

```lean
/-- An antisymmetric operator that couples the two levels. -/
def levelD : EuclideanSpace ℂ (Fin 2) →ₗ[ℂ] EuclideanSpace ℂ (Fin 2) where
  toFun x := !₂[x 1, -x 0]
  map_add' x y := by ext i; fin_cases i <;> simp [add_comm]
  map_smul' c x := by ext i; fin_cases i <;> simp
```

The lower level $\psi=(1,0)$ is occupied. Atoms 0 and 1 have potentials $c_IH$ with $c_0=2$ and $c_1=-1$, which add up to $H$. Since $[H,D]\psi=(0,-1)$, the responses are $\phi_I=(0,c_I)$. The last theorem checks each hypothesis by components, with $K_I=[c_IH,D]$; the second direction can be taken equal to the first.

The force constants of this model are $\Phi_{IJ}=-2c_Ic_J+2c_J\delta_{IJ}$. For $J=0$ they are $-4$ and $4$, which cancel although neither is zero.

```lean
/-- Two atoms with potentials `2 H` and `-H`, and the lower level occupied, meet all hypotheses
of the acoustic sum rule, with responses `2` and `-1` times the upper level. -/
theorem acoustic_sum_rule_witness :
    let ψ : Fin 1 → EuclideanSpace ℂ (Fin 2) := fun _ => !₂[1, 0]
    let c : Fin 2 → ℂ := ![2, -1]
    let φ : Fin 2 → Fin 1 → EuclideanSpace ℂ (Fin 2) := fun I _ => !₂[0, c I]
    Orthonormal ℂ ψ ∧ levelH.IsSymmetric ∧ (∀ v, levelH (ψ v) = ((0 : ℝ) : ℂ) • ψ v) ∧
    (∀ x, (∀ w, ⟪ψ w, x⟫_ℂ = 0) → levelH x = ((0 : ℝ) : ℂ) • x → x = 0) ∧
    (∀ x y, ⟪levelD x, y⟫_ℂ = -⟪x, levelD y⟫_ℂ) ∧ (∀ J, (c J • levelH).IsSymmetric) ∧
    ∑ I, comm (c I • levelH) levelD = comm levelH levelD ∧
    (∀ I v w, ⟪ψ w, φ I v⟫_ℂ = 0) ∧
    (∀ I v, levelH (φ I v) - ((0 : ℝ) : ℂ) • φ I v =
      -condProj ψ (comm (c I • levelH) levelD (ψ v))) := by
  intro ψ c φ
  refine ⟨⟨fun _ => ?_, fun i j h => absurd (Subsingleton.elim i j) h⟩, fun x y => ?_,
    fun v => ?_, fun x h0 h1 => ?_, fun x y => ?_, fun J x y => ?_, ?_, fun I v w => ?_,
    fun I v => ?_⟩
  · simp [ψ, EuclideanSpace.norm_eq]
  · simp [levelH, PiLp.inner_apply, Fin.sum_univ_two]
  · ext i; fin_cases i <;> simp [ψ, levelH]
  · have a0 : x 0 = 0 := by simpa [ψ, PiLp.inner_apply, Fin.sum_univ_two] using h0 0
    have a1 : x 1 = 0 := by
      simpa [levelH] using congrArg (fun z : EuclideanSpace ℂ (Fin 2) => z 1) h1
    ext i; fin_cases i
    · simpa using a0
    · simpa using a1
  · simp [levelD, PiLp.inner_apply, Fin.sum_univ_two]
    try ring
  · have h2 : (starRingEnd ℂ) 2 = 2 := Complex.ext (by simp) (by simp)
    fin_cases J <;> simp [c, levelH, PiLp.inner_apply, Fin.sum_univ_two]
    rw [h2]
    ring
  · refine LinearMap.ext fun x => ?_
    ext i
    fin_cases i <;> simp [c, comm, levelH, levelD, Fin.sum_univ_two] <;> try ring
  · simp [ψ, φ, PiLp.inner_apply, Fin.sum_univ_two]
  · ext i
    fin_cases I <;> fin_cases i <;>
      simp [ψ, φ, c, comm, condProj, levelH, levelD, PiLp.inner_apply, Fin.sum_univ_two]

end

end ElectronicAcousticSumRule
```

```lean
#print axioms ElectronicAcousticSumRule.sum_atomic_perturbations
#print axioms ElectronicAcousticSumRule.acoustic_sum_rule
```

```
'ElectronicAcousticSumRule.sum_atomic_perturbations' depends on axioms: [propext, Classical.choice, Quot.sound]
'ElectronicAcousticSumRule.acoustic_sum_rule' depends on axioms: [propext, Classical.choice, Quot.sound]
```
